# Beside the bra of a Slater determinant, a creator can be replaced by its occupied part

For finitely many fermionic modes, let Φ be a normalised determinant: a unit vector annihilated by the annihilators of the virtual orbitals and by the creators of the occupied ones, the orbitals being the columns of a unitary matrix U. The lemma `bra_creation` says that ⟨Φ, c_p x⟩ = ⟨Φ, ∑_r P_rp c_r x⟩ for every mode p and every vector x, normalised or not, where c_p is the creator of mode p and P_rp = ∑_{i∈O} U_ri U_pi* is the kernel of the projector onto the set O of occupied orbitals. The proof first uses the unitarity of U to write c_p as a combination of the creators of all the orbitals. It then moves each virtual creator across the inner product, where it becomes an annihilator that kills Φ, so that only the occupied terms remain.

As first written in Lean, the proof fails:

```lean
import Mathlib

open Matrix

namespace DeterminantDensityMatrices

noncomputable section

variable {ι H : Type*} [Fintype ι] [DecidableEq ι]
  [NormedAddCommGroup H] [InnerProductSpace ℂ H]

/-- Fermionic modes: `c p` is the adjoint of `a p`, and the canonical anticommutation
relations hold. -/
structure IsCAR (a c : ι → Module.End ℂ H) : Prop where
  adj : ∀ p x y, inner ℂ (a p x) y = inner ℂ x (c p y)
  anti : ∀ p q, a p * a q + a q * a p = 0
  car : ∀ p q, a p * c q + c q * a p = if p = q then 1 else 0

/-- Annihilator of the rotated orbital given by column `i` of `U`. -/
def rotAnn (U : Matrix ι ι ℂ) (a : ι → Module.End ℂ H) (i : ι) : Module.End ℂ H :=
  ∑ p, star (U p i) • a p

/-- Creator of the rotated orbital given by column `i` of `U`. -/
def rotCre (U : Matrix ι ι ℂ) (c : ι → Module.End ℂ H) (i : ι) : Module.End ℂ H :=
  ∑ p, U p i • c p

/-- `Φ` is a unit vector annihilated by the virtual annihilators and the occupied creators
of the orbital basis `U`, with occupied set `O`. -/
structure IsDeterminant (a c : ι → Module.End ℂ H) (U : Matrix ι ι ℂ) (O : Finset ι)
    (Φ : H) : Prop where
  unitary : U ∈ Matrix.unitaryGroup ι ℂ
  norm : ‖Φ‖ = 1
  virt : ∀ i, i ∉ O → rotAnn U a i Φ = 0
  occ : ∀ i ∈ O, rotCre U c i Φ = 0

/-- Kernel of the projector onto the occupied orbitals. -/
def occProj (U : Matrix ι ι ℂ) (O : Finset ι) (q p : ι) : ℂ :=
  ∑ i ∈ O, U q i * star (U p i)

/-- The occupied part of the creator of mode `p`. -/
def occCre (U : Matrix ι ι ℂ) (O : Finset ι) (c : ι → Module.End ℂ H) (p : ι) :
    Module.End ℂ H := ∑ r, occProj U O r p • c r

variable {a c : ι → Module.End ℂ H} {U : Matrix ι ι ℂ} {O : Finset ι} {Φ : H}

omit [DecidableEq ι] in
/-- The occupied part of a creator is a combination of occupied rotated creators. -/
theorem occCre_eq (p : ι) : occCre U O c p = ∑ i ∈ O, star (U p i) • rotCre U c i := by
  simp only [occCre, occProj, rotCre, Finset.smul_sum, smul_smul, Finset.sum_smul]
  rw [Finset.sum_comm]
  exact Finset.sum_congr rfl fun i _ => Finset.sum_congr rfl fun r _ => by rw [mul_comm]

/-- Next to the bra `Φ`, a creator may be replaced by its occupied part. -/
theorem bra_creation (h : IsCAR a c) (hΦ : IsDeterminant a c U O Φ) (p : ι) (x : H) :
    inner ℂ Φ (c p x) = inner ℂ Φ (occCre U O c p x) := by
  -- with every orbital occupied, the occupied part is the whole creator
  have full : c p = occCre U Finset.univ c p := by
    have hU : ∀ r, occProj U Finset.univ r p = if r = p then 1 else 0 := fun r => by
      have e := congrArg (fun M : Matrix ι ι ℂ => M r p)
        (Matrix.mem_unitaryGroup_iff.mp hΦ.unitary)
      simpa only [Matrix.mul_apply, Matrix.star_apply, Matrix.one_apply] using e
    simp [occCre, hU]
  have virtual : ∀ i, i ∉ O → inner ℂ Φ (rotCre U c i x) = 0 := fun i hi => by
    have e : inner ℂ (rotAnn U a i Φ) x = inner ℂ Φ (rotCre U c i x) := by
      simp only [rotAnn, rotCre, LinearMap.sum_apply, LinearMap.smul_apply, sum_inner,
        inner_sum, inner_smul_left, inner_smul_right, h.adj, starRingEnd_apply, star_star]
    rw [← e, hΦ.virt i hi, inner_zero_left]
  rw [full, occCre_eq, occCre_eq]
  simp only [LinearMap.sum_apply, LinearMap.smul_apply, inner_sum, inner_smul_right]
  exact (Finset.sum_subset (Finset.subset_univ O) fun i _ hi => by
    rw [virtual i hi, mul_zero]).symm

end

end DeterminantDensityMatrices
```

Lean reports:

```
Main.lean:61:6: error: Type mismatch: After simplification, term
  e
 has type
  @Eq ℂ (∑ j, U r j * star (U p j)) (if r = p then 1 else 0)
but is expected to have type
  @Eq ℂ (occProj U Finset.univ r p) (if r = p then 1 else 0)
```

What went wrong. The error is in the auxiliary fact `hU`, which says that with every orbital occupied the kernel `occProj U Finset.univ r p` is 1 if `r = p` and 0 otherwise. The hypothesis `e` is the `(r, p)` entry of the unitarity relation, and `simpa only` expands it into `∑ j, U r j * star (U p j)`. The goal has the same right-hand side, but its left-hand side is still the folded name `occProj U Finset.univ r p`.

By definition that name stands for the very same sum. However, `simpa only` unfolds an ordinary definition like `occProj` only if it is listed, and its final comparison of `e` with the goal does not unfold it either. Hence the type mismatch, although the mathematics is right.

The repair adds `occProj` to the list. The goal's left-hand side then opens into the sum over all orbitals, which matches `e`.

Fix (accepted with no message):

```diff
@@ -59,5 +59,5 @@
       have e := congrArg (fun M : Matrix ι ι ℂ => M r p)
         (Matrix.mem_unitaryGroup_iff.mp hΦ.unitary)
-      simpa only [Matrix.mul_apply, Matrix.star_apply, Matrix.one_apply] using e
+      simpa only [occProj, Matrix.mul_apply, Matrix.star_apply, Matrix.one_apply] using e
     simp [occCre, hU]
   have virtual : ∀ i, i ∉ O → inner ℂ Φ (rotCre U c i x) = 0 := fun i hi => by
```
